# The Heine–Abarenkov form factor without its Coulomb part: core integral and long-wavelength limit

Take an ion of charge $Z$ whose potential for an electron, in Hartree atomic units, is zero inside a core radius $R>0$ and $-Z/r$ outside. Its form factor is the Fourier transform of this potential, computed with a screened tail $-Ze^{-\mu r}/r$ in the limit $\mu\to0^+$. At wavenumber $q\ne0$ it is $-4\pi Z\cos(qR)/q^2$, which diverges as $q\to0$. Adding $4\pi Z/q^2$ removes the divergence:

$$\frac{4\pi Z\,(1-\cos qR)}{q^2}=\frac{4\pi}{q}\int_0^R Z\sin(qr)\,dr\;\longrightarrow\;2\pi ZR^2 .$$

The long-range tail has cancelled, and only an integral over the core remains.

## A constant well in the core

The Heine–Abarenkov potential used here has a constant value $-A$ for $r\le R$ and is $-Z/r$ outside. Its form factor is

$$w(q)=-\frac{4\pi Z\cos qR}{q^2}-\frac{4\pi A(\sin qR-qR\cos qR)}{q^3}.$$

A spherical function $f$ has the Fourier transform $\frac{4\pi}{q}\int_0^\infty r f(r)\sin(qr)\,dr$, because the angular integral of the plane wave is $4\pi\sin(qr)/(qr)$. For $f=V+Z/r$ the integrand vanishes outside the core, and inside it $rf(r)=Z-Ar$. An antiderivative of $(Z-Ar)\sin(qr)$ is

$$F(r)=\frac{(Ar-Z)\cos qr}{q}-\frac{A\sin qr}{q^2},$$

since the two terms $\pm A\cos(qr)/q$ in $F'$ cancel. Hence

$$F(R)-F(0)=\frac{Z(1-\cos qR)}{q}-\frac{A(\sin qR-qR\cos qR)}{q^2}.$$

Multiplication by $4\pi/q$ gives exactly $w(q)+4\pi Z/q^2$.

For the limit, write $\operatorname{sinc}x=\sin x/x$ with $\operatorname{sinc}0=1$. Then

$$w(q)+\frac{4\pi Z}{q^2}=\int_0^R4\pi(Zr-Ar^2)\operatorname{sinc}(qr)\,dr .$$

Since $|\operatorname{sinc}(qr)-1|\le(qr)^2/6$, the convergence is uniform on $[0,R]$, and the limit is

$$4\pi\left(\frac{ZR^2}{2}-\frac{AR^3}{3}\right)=2\pi ZR^2-\frac{4\pi AR^3}{3}=2\pi R^2\left(Z-\frac{2AR}{3}\right).$$

It vanishes exactly when $A=3Z/(2R)$, which is the average of $Z/r$ over the core volume.

In a plane-wave calculation with this single-depth local potential, the limit divided by the cell volume is the finite contribution of each ion to the $q=0$ term of the potential, left over when the divergent Coulomb terms of a neutral crystal cancel.

## Potential, form factor and transform in Lean

```lean
import Mathlib

open Real Filter Topology MeasureTheory

namespace HeineAbarenkov

noncomputable section
```

All parameters are real numbers, and neither $Z$ nor $A$ is given a sign. The well depth is the same for every angular momentum, so a nonlocal model with separate depths is not covered.

```lean
/-- The Heine-Abarenkov model potential: the constant `-A` inside the core radius `R`,
and the Coulomb attraction `-Z/r` of the ion outside. -/
def potential (Z A R r : ℝ) : ℝ := if r ≤ R then -A else -Z / r
```

The closed formula is a definition, and its link to the potential is proved later. It carries no division by a cell volume.

```lean
/-- The Heine-Abarenkov form factor `w(q)` in closed form, for `q ≠ 0`. -/
def formFactor (Z A R q : ℝ) : ℝ :=
  -4 * π * Z * Real.cos (q * R) / q ^ 2
    - 4 * π * A * (Real.sin (q * R) - q * R * Real.cos (q * R)) / q ^ 3
```

The transform is likewise defined in its radial form; the angular integration above is not formalised.

```lean
/-- The three-dimensional Fourier transform of a spherically symmetric function `f`, written as a
radial integral for `q ≠ 0`. -/
def radialTransform (f : ℝ → ℝ) (q : ℝ) : ℝ :=
  4 * π / q * ∫ r in Set.Ioi (0 : ℝ), r * f r * Real.sin (q * r)
```

## The integral over the core

The first theorem checks the derivative of $F$ and applies the fundamental theorem of calculus. `hF` is the differentiation, and `hint` supplies integrability from continuity.

```lean
/-- The sine integral of the linear function `Z - A r` over the core. -/
theorem core_sine_integral (Z A R : ℝ) {q : ℝ} (hq : q ≠ 0) :
    ∫ r in (0 : ℝ)..R, (Z - A * r) * Real.sin (q * r) =
      Z * (1 - Real.cos (q * R)) / q
        - A * (Real.sin (q * R) - q * R * Real.cos (q * R)) / q ^ 2 := by
  -- an explicit antiderivative, found by integrating by parts
  have hF : ∀ r : ℝ, HasDerivAt
      (fun r : ℝ => (A * r - Z) * Real.cos (q * r) / q - A * Real.sin (q * r) / q ^ 2)
      ((Z - A * r) * Real.sin (q * r)) r := by
    intro r
    have h1 : HasDerivAt (fun r : ℝ => q * r) q r :=
      ((hasDerivAt_id r).const_mul q).congr_deriv (mul_one q)
    have hl : HasDerivAt (fun r : ℝ => A * r - Z) A r :=
      (((hasDerivAt_id r).const_mul A).sub_const Z).congr_deriv (mul_one A)
    refine (((hl.fun_mul h1.cos).div_const q).fun_sub
      ((h1.sin.const_mul A).div_const (q ^ 2))).congr_deriv ?_
    field_simp
    ring
  have hint : IntervalIntegrable (fun r : ℝ => (Z - A * r) * Real.sin (q * r)) volume 0 R :=
    Continuous.intervalIntegrable (by fun_prop) _ _
  rw [intervalIntegral.integral_eq_sub_of_hasDerivAt (fun r _ => hF r) hint]
  simp only [mul_zero, Real.sin_zero, Real.cos_zero]
  field_simp
  ring
```

The next theorem states the core formula for every $q\ne0$. It replaces $r(Z/r-A)$ by $Z-Ar$ under the integral. At $r=0$, where Lean sets $Z/0=0$, these factors may differ, but $\sin(qr)=0$ makes the integrands agree.

```lean
/-- The form factor with its Coulomb part `-4πZ/q²` removed is the radial sine integral
of `Z/r - A` over the core. -/
theorem formFactor_add_coulomb (Z A R : ℝ) {q : ℝ} (hq : q ≠ 0) :
    formFactor Z A R q + 4 * π * Z / q ^ 2 =
      4 * π / q * ∫ r in (0 : ℝ)..R, r * (Z / r - A) * Real.sin (q * r) := by
  -- the factor r removes the Coulomb singularity
  have h : ∫ r in (0 : ℝ)..R, r * (Z / r - A) * Real.sin (q * r) =
      ∫ r in (0 : ℝ)..R, (Z - A * r) * Real.sin (q * r) := by
    refine intervalIntegral.integral_congr fun r _ => ?_
    by_cases hr : r = 0
    · simp [hr]
    · have h2 : r * (Z / r - A) = Z - A * r := by
        field_simp
      simp only [h2]
  rw [h, core_sine_integral Z A R hq, formFactor]
  field_simp
  ring
```

## The link to the potential

With $R>0$, the same quantity is the transform of $V+Z/r$ over all space. The proof restricts the half-line integral to $0<r\le R$: its first branch cancels the two Coulomb terms outside the core, and its second inserts $V=-A$ inside. The separate transform of the bare tail $-Z/r$, whose radial integral does not converge, is never used.

```lean
/-- The form factor with its Coulomb part removed is the Fourier transform, over all space,
of the model potential with its Coulomb tail `-Z/r` removed. -/
theorem formFactor_eq_radialTransform (Z A : ℝ) {R q : ℝ} (hR : 0 < R) (hq : q ≠ 0) :
    formFactor Z A R q + 4 * π * Z / q ^ 2 =
      radialTransform (fun r => potential Z A R r + Z / r) q := by
  have h : ∫ r in Set.Ioi (0 : ℝ), r * (potential Z A R r + Z / r) * Real.sin (q * r) =
      ∫ r in (0 : ℝ)..R, r * (Z / r - A) * Real.sin (q * r) := by
    rw [intervalIntegral.integral_of_le hR.le]
    refine (MeasureTheory.setIntegral_eq_of_subset_of_forall_sdiff_eq_zero (s := Set.Ioc 0 R)
      measurableSet_Ioi Set.Ioc_subset_Ioi_self ?_).trans
      (setIntegral_congr_fun measurableSet_Ioc ?_)
    · -- outside the core the two Coulomb terms cancel
      rintro r ⟨h0, h1⟩
      have h2 : ¬ r ≤ R := fun h => h1 ⟨h0, h⟩
      simp only [potential, if_neg h2]
      ring
    · intro r hr
      simp only [potential, if_pos hr.2]
      ring
  rw [formFactor_add_coulomb Z A R hq, radialTransform, h]
```

## The limit at long wavelength

Moving $4\pi/q$ inside the integral produces the sinc form.

```lean
/-- The same quantity written with the spherical wave `sinc (q r) = sin (q r) / (q r)`. -/
theorem formFactor_add_coulomb_sinc (Z A R : ℝ) {q : ℝ} (hq : q ≠ 0) :
    formFactor Z A R q + 4 * π * Z / q ^ 2 =
      ∫ r in (0 : ℝ)..R, 4 * π * (Z * r - A * r ^ 2) * Real.sinc (q * r) := by
  rw [formFactor_add_coulomb Z A R hq, ← intervalIntegral.integral_const_mul]
  refine intervalIntegral.integral_congr fun r _ => ?_
  by_cases hr : r = 0
  · simp [hr]
  · simp only [Real.sinc_of_ne_zero (mul_ne_zero hq hr)]
    field_simp
```

In the limit theorem, `𝓝[≠] 0` means that $q$ approaches zero from either side without equalling it. Here `hc` replaces the uniform estimate by continuity of a parametric integral with a jointly continuous integrand, and `hv` evaluates the integral at $q=0$. The last lines transfer the limit to the form factor, which agrees with the sinc integral for $q\ne0$.

```lean
/-- In the long-wavelength limit the form factor with its Coulomb part removed tends to
`2πZR² - 4πAR³/3`. -/
theorem tendsto_formFactor_add_coulomb (Z A R : ℝ) :
    Tendsto (fun q => formFactor Z A R q + 4 * π * Z / q ^ 2) (𝓝[≠] 0)
      (𝓝 (2 * π * Z * R ^ 2 - 4 * π * A * R ^ 3 / 3)) := by
  -- the sinc integral is continuous in q, also at q = 0
  have hc : Continuous (fun q : ℝ =>
      ∫ r in (0 : ℝ)..R, 4 * π * (Z * r - A * r ^ 2) * Real.sinc (q * r)) := by
    apply intervalIntegral.continuous_parametric_intervalIntegral_of_continuous'
    have hs : Continuous (fun p : ℝ × ℝ => Real.sinc (p.1 * p.2)) :=
      Real.continuous_sinc.comp (continuous_fst.mul continuous_snd)
    have hp : Continuous (fun p : ℝ × ℝ => 4 * π * (Z * p.2 - A * p.2 ^ 2)) := by
      fun_prop
    exact hp.mul hs
  -- its value at q = 0 is the volume integral of Z/r - A over the core
  have hv : ∫ r in (0 : ℝ)..R, 4 * π * (Z * r - A * r ^ 2) * Real.sinc (0 * r) =
      2 * π * Z * R ^ 2 - 4 * π * A * R ^ 3 / 3 := by
    simp only [zero_mul, Real.sinc_zero, mul_one]
    rw [intervalIntegral.integral_const_mul, intervalIntegral.integral_sub
      (Continuous.intervalIntegrable (by fun_prop) _ _)
      (Continuous.intervalIntegrable (by fun_prop) _ _),
      intervalIntegral.integral_const_mul, intervalIntegral.integral_const_mul,
      integral_id, integral_pow]
    push_cast
    ring
  have h0 := (hc.tendsto 0).mono_left (nhdsWithin_le_nhds (s := {(0 : ℝ)}ᶜ))
  rw [hv] at h0
  refine Tendsto.congr' ?_ h0
  filter_upwards [self_mem_nhdsWithin] with q hq
  exact (formFactor_add_coulomb_sinc Z A R hq).symm
```

The criterion for $A$ assumes $R>0$. In one direction, uniqueness of limits forces the polynomial to vanish, and the nonzero factor $2\pi R^2/3$ is cancelled. In the other, the stated depth makes the known limit zero.

```lean
/-- The long-wavelength limit of the form factor with its Coulomb part removed is zero
exactly when the well depth is `A = 3Z/(2R)`. -/
theorem tendsto_zero_iff_depth (Z A : ℝ) {R : ℝ} (hR : 0 < R) :
    Tendsto (fun q => formFactor Z A R q + 4 * π * Z / q ^ 2) (𝓝[≠] 0) (𝓝 0) ↔
      A = 3 * Z / (2 * R) := by
  have hlim := tendsto_formFactor_add_coulomb Z A R
  constructor
  · intro h
    have h1 := tendsto_nhds_unique hlim h
    have hne : 2 * π * R ^ 2 / 3 ≠ 0 := by positivity
    rw [eq_div_iff (by positivity)]
    apply mul_left_cancel₀ hne
    linear_combination -h1
  · intro h
    have h1 : 2 * π * Z * R ^ 2 - 4 * π * A * R ^ 3 / 3 = 0 := by
      have h2 : A * (2 * R) = 3 * Z := by
        rw [h]
        exact div_mul_cancel₀ _ (by positivity)
      linear_combination (-(2 * π * R ^ 2 / 3)) * h2
    rwa [h1] at hlim

end

end HeineAbarenkov
```

```lean
#print axioms HeineAbarenkov.formFactor_eq_radialTransform
-- 'HeineAbarenkov.formFactor_eq_radialTransform' depends on axioms: [propext, Classical.choice, Quot.sound]
#print axioms HeineAbarenkov.tendsto_formFactor_add_coulomb
-- 'HeineAbarenkov.tendsto_formFactor_add_coulomb' depends on axioms: [propext, Classical.choice, Quot.sound]
#print axioms HeineAbarenkov.tendsto_zero_iff_depth
-- 'HeineAbarenkov.tendsto_zero_iff_depth' depends on axioms: [propext, Classical.choice, Quot.sound]
```
